# In a finite connected reversible Markov chain, any trial unit flow bounds the reactive flux from below

To estimate the reactive flux between two metastable sets $A$ and $B$ of a Markov state model without solving for the committor, I send one unit of current along a few plausible pathways, add up $f_{ij}^2/c_{ij}$ over the links, and take the inverse. But I choose the pathways and the split between them by eye. Could a bad choice give me more flux than the chain really carries?

## A bad split only lowers the estimate

No. Let $\mu_i>0$ be the stationary weights, $P_{ij}$ the transition probabilities and $c_{ij}=\mu_iP_{ij}$, which detailed balance makes symmetric. The committor $q$ is 0 on $A$, 1 on $B$, and satisfies $q_i=\sum_jP_{ij}q_j$ elsewhere. Its current is $J_{ij}=c_{ij}(q_j-q_i)$, and the flux $C=\sum_{i\in A}\sum_jJ_{ij}$ is the net current out of $A$. Current here runs towards larger $q$, opposite to the usual electrical sign.

A flow $f$ of strength $s$ is antisymmetric, vanishes where $c_{ij}=0$, has zero divergence off $A\cup B$, and has net outflow $s$ from $A$. Exchanging labels gives, for any $g$,

$$\tfrac12\sum_{ij}f_{ij}(g_j-g_i)=-\sum_i g_i\sum_jf_{ij}.$$

Take $g=q-1$. It vanishes on $B$ and equals $-1$ on $A$, and the divergence vanishes elsewhere, so

$$\tfrac12\sum_{ij}f_{ij}(q_j-q_i)=s.$$

The current $J$ is itself a flow of strength $C$: it is antisymmetric, and its divergence is $\mu_i(\sum_jP_{ij}q_j-q_i)=0$ off $A\cup B$. Hence $\tfrac12\sum_{ij} c_{ij}(q_j-q_i)^2=C\ge0$. If $C$ were zero, $q$ would be equal across every allowed transition and, by connectedness, constant, which contradicts its values on $A$ and $B$. So $C>0$.

Write $D(f)=\tfrac12\sum_{ij} f_{ij}^2/c_{ij}$ over pairs with $c_{ij}>0$. For a unit flow, expanding the square gives

$$D(f-J/C)=D(f)-\frac2C\cdot1+\frac1{C^2}\cdot C=D(f)-\frac1C.$$

The left side is nonnegative and vanishes only for $f=J/C$, which is a unit flow. Therefore $D(f)\ge1/C$, or $C\ge1/D(f)$.

## Two pathways in numbers

Let the weights $\mu_i$ sum to one, so that $C$ is a flux per step. For one path carrying the whole unit, $D$ is the sum of $1/c_{ij}$ along its links. Conductances 0.02, 0.01 and 0.02 give $D=50+100+50=200$, so $C\ge0.005$ per step. Add a second path that shares no link with the first and has resistance 300. A 60:40 split gives $D=0.36\cdot200+0.16\cdot300=120$ and the better bound $C\ge1/120\approx0.0083$. An even split gives $D=125$, a weaker bound but still a valid one.

## What is assumed and what is proved

`IsReversibleChain` collects positive weights, a stochastic matrix, detailed balance and a path between any two states. The weights `μ` need not sum to one; if they do not, divide `flux` by $\sum_i\mu_i$ to get a flux per step. `IsCommittor` and `IsFlow` are the definitions above, and `dissipation` is $D$, with the factor ½ because each pair is counted in both orders.

`thomson_principle` states the bound, the equality case and the admissibility of $J/C$; `flux_lower_bound` is the estimate you use. They are proved for finite reversible Markov state models; continuous diffusions and chains that violate detailed balance are not treated here. The committor is defined by its equations, so reading $C$ as the frequency of $A\to B$ transitions is a further step, supplied by transition path theory.

## From the algebra to the Lean proof

`sum_by_parts` is the label exchange, and `flow_work` applies it to $q-1$. `current_divergence` and `current_isFlow` show that $J$ is a flow. `constant_of_no_work` carries the connectedness argument, by induction along a path, and `flux_pos` uses it to get $C>0$.

The same lemma gives `existsUnique_committor` for disjoint $A$, $B$ with $A$ nonempty: a solution of the homogeneous equations does no work, so it is constant and hence zero. The square linear system is then injective, and therefore surjective.

`excess_dissipation` completes the square pair by pair, then combines the two work identities with coefficients $-2/C$ and $1/C^2$ in `linear_combination`. In `thomson_principle`, a vanishing sum of nonnegative terms forces each deviation to vanish.

```lean
import Mathlib

open Finset

namespace ThomsonReactiveFlux

noncomputable section

variable {V : Type*} [Fintype V] {μ : V → ℝ} {P : V → V → ℝ} {A B : Finset V}
  {q : V → ℝ} {f : V → V → ℝ} {s : ℝ}

/-- A connected finite Markov chain with transition matrix `P` that obeys detailed balance
with respect to the positive weights `μ`. -/
structure IsReversibleChain (μ : V → ℝ) (P : V → V → ℝ) : Prop where
  pos : ∀ i, 0 < μ i
  nonneg : ∀ i j, 0 ≤ P i j
  row : ∀ i, ∑ j, P i j = 1
  balance : ∀ i j, μ i * P i j = μ j * P j i
  connected : ∀ i j, Relation.ReflTransGen (fun a b => 0 < P a b) i j

/-- The conductance `c_ij = μ_i P_ij` of the pair `i, j`. -/
def conductance (μ : V → ℝ) (P : V → V → ℝ) (i j : V) : ℝ := μ i * P i j

/-- The committor from `A` to `B`: zero on `A`, one on `B`, and equal to its mean after one
step of the chain at all other states. -/
structure IsCommittor (P : V → V → ℝ) (A B : Finset V) (q : V → ℝ) : Prop where
  zero : ∀ i ∈ A, q i = 0
  one : ∀ i ∈ B, q i = 1
  harmonic : ∀ i, i ∉ A → i ∉ B → q i = ∑ j, P i j * q j

/-- The current `c_ij (q_j - q_i)` driven by a potential `q`. -/
def current (μ : V → ℝ) (P : V → V → ℝ) (q : V → ℝ) (i j : V) : ℝ :=
  conductance μ P i j * (q j - q i)

/-- The flux `C`: the net current of `q` out of `A`. -/
def flux (μ : V → ℝ) (P : V → V → ℝ) (A : Finset V) (q : V → ℝ) : ℝ :=
  ∑ i ∈ A, ∑ j, current μ P q i j

/-- A flow of strength `s` from `A` to `B`: antisymmetric, zero on pairs without conductance,
divergence-free off `A` and `B`, with net outflow `s` from `A`. -/
structure IsFlow (μ : V → ℝ) (P : V → V → ℝ) (A B : Finset V) (s : ℝ)
    (f : V → V → ℝ) : Prop where
  antisymm : ∀ i j, f i j = -f j i
  support : ∀ i j, conductance μ P i j = 0 → f i j = 0
  divfree : ∀ i, i ∉ A → i ∉ B → ∑ j, f i j = 0
  strength : ∑ i ∈ A, ∑ j, f i j = s

/-- The dissipation `(1/2) ∑ f_ij² / c_ij`, meant for flows that vanish wherever `c_ij = 0`;
such pairs contribute zero. -/
def dissipation (μ : V → ℝ) (P : V → V → ℝ) (f : V → V → ℝ) : ℝ :=
  1 / 2 * ∑ i, ∑ j, f i j ^ 2 / conductance μ P i j

/-- Summation by parts: the work of an antisymmetric flow against a potential difference is
minus the sum of potential times divergence. -/
theorem sum_by_parts (hf : ∀ i j, f i j = -f j i) (g : V → ℝ) :
    1 / 2 * ∑ i, ∑ j, f i j * (g j - g i) = -∑ i, g i * ∑ j, f i j := by
  have h1 : ∑ i, ∑ j, f i j * g j = -∑ i, ∑ j, f i j * g i := by
    rw [Finset.sum_comm, ← Finset.sum_neg_distrib]
    refine Finset.sum_congr rfl fun i _ => ?_
    rw [← Finset.sum_neg_distrib]
    refine Finset.sum_congr rfl fun j _ => ?_
    rw [hf j i]
    ring
  have h2 : ∑ i, g i * ∑ j, f i j = ∑ i, ∑ j, f i j * g i := by
    refine Finset.sum_congr rfl fun i _ => ?_
    rw [mul_comm, Finset.sum_mul]
  simp only [mul_sub, Finset.sum_sub_distrib]
  rw [h2]
  linarith

/-- In a reversible chain the divergence of the current of `q` at `i` is `μ_i` times the mean
change of `q` in one step from `i`. -/
theorem current_divergence (h : IsReversibleChain μ P) (q : V → ℝ) (i : V) :
    ∑ j, current μ P q i j = μ i * (∑ j, P i j * q j - q i) := by
  have e : ∑ j, current μ P q i j
      = μ i * (∑ j, P i j * q j - (∑ j, P i j) * q i) := by
    rw [Finset.sum_mul, ← Finset.sum_sub_distrib, Finset.mul_sum]
    refine Finset.sum_congr rfl fun j _ => ?_
    simp only [current, conductance]
    ring
  rw [e, h.row, one_mul]

/-- In a connected reversible chain a potential whose current does no positive work is
constant. -/
theorem constant_of_no_work (h : IsReversibleChain μ P) {g : V → ℝ}
    (h0 : 1 / 2 * ∑ i, ∑ j, current μ P g i j * (g j - g i) ≤ 0) (i j : V) :
    g i = g j := by
  have hn : ∀ a b, 0 ≤ current μ P g a b * (g b - g a) := fun a b => by
    rw [current, mul_assoc]
    exact mul_nonneg (mul_nonneg (h.pos a).le (h.nonneg a b)) (mul_self_nonneg _)
  have hr : ∀ a, 0 ≤ ∑ b, current μ P g a b * (g b - g a) :=
    fun a => Finset.sum_nonneg fun b _ => hn a b
  have hs : ∑ a, ∑ b, current μ P g a b * (g b - g a) = 0 :=
    le_antisymm (by linarith) (Finset.sum_nonneg fun a _ => hr a)
  -- every pair with positive conductance carries no potential difference
  have edge : ∀ a b, 0 < P a b → g a = g b := fun a b hab => by
    have h1 := (Finset.sum_eq_zero_iff_of_nonneg (fun a _ => hr a)).1 hs a (mem_univ a)
    have h2 := (Finset.sum_eq_zero_iff_of_nonneg (fun b _ => hn a b)).1 h1 b (mem_univ b)
    rw [current, mul_assoc] at h2
    have hc : conductance μ P a b ≠ 0 := (mul_pos (h.pos a) hab).ne'
    have h3 := mul_self_eq_zero.1 ((mul_eq_zero.1 h2).resolve_left hc)
    linarith
  have hij := h.connected i j
  induction hij with
  | refl => rfl
  | tail _ hbc ih => exact ih.trans (edge _ _ hbc)

/-- In a connected reversible chain, disjoint sets `A` and `B` with `A` nonempty have exactly
one committor. -/
theorem existsUnique_committor (h : IsReversibleChain μ P) (hAB : Disjoint A B)
    (hA : A.Nonempty) : ∃! q, IsCommittor P A B q := by
  classical
  -- the boundary value problem as a square linear system
  let T : (V → ℝ) →ₗ[ℝ] (V → ℝ) :=
    { toFun := fun q i => if i ∈ A ∪ B then q i else q i - ∑ j, P i j * q j
      map_add' := by
        intro u v
        ext i
        simp only [Pi.add_apply]
        split_ifs
        · rfl
        · simp only [mul_add, Finset.sum_add_distrib]
          ring
      map_smul' := by
        intro a u
        ext i
        simp only [Pi.smul_apply, smul_eq_mul, RingHom.id_apply]
        split_ifs
        · rfl
        · rw [mul_sub, Finset.mul_sum]
          congr 1
          exact Finset.sum_congr rfl fun j _ => by ring }
  have hT1 : ∀ u i, i ∈ A ∪ B → T u i = u i := fun u i hi => if_pos hi
  have hT2 : ∀ u i, i ∉ A ∪ B → T u i = u i - ∑ j, P i j * u j := fun u i hi => if_neg hi
  have inj : Function.Injective T := (injective_iff_map_eq_zero T).2 fun u hu => by
    have u0 : ∀ i ∈ A ∪ B, u i = 0 := fun i hi => (hT1 u i hi).symm.trans (congrFun hu i)
    have anti : ∀ i j, current μ P u i j = -current μ P u j i := fun i j => by
      simp only [current, conductance]
      linear_combination (u j - u i) * h.balance i j
    have hz : ∑ i, u i * ∑ j, current μ P u i j = 0 := Finset.sum_eq_zero fun i _ => by
      by_cases hi : i ∈ A ∪ B
      · rw [u0 i hi, zero_mul]
      · have e : u i - ∑ j, P i j * u j = 0 := (hT2 u i hi).symm.trans (congrFun hu i)
        rw [current_divergence h]
        linear_combination (-(u i * μ i)) * e
    have hw := sum_by_parts anti u
    rw [hz, neg_zero] at hw
    obtain ⟨a, ha⟩ := hA
    funext i
    exact (constant_of_no_work h hw.le i a).trans (u0 a (mem_union_left _ ha))
  obtain ⟨q, hq⟩ := LinearMap.injective_iff_surjective.1 inj (fun i => if i ∈ B then 1 else 0)
  refine ⟨q, ⟨fun i hi => ?_, fun i hi => ?_, fun i ha hb => ?_⟩, fun r hr => inj ?_⟩
  · exact (hT1 q i (mem_union_left _ hi)).symm.trans
      ((congrFun hq i).trans (if_neg (Finset.disjoint_left.1 hAB hi)))
  · exact (hT1 q i (mem_union_right _ hi)).symm.trans ((congrFun hq i).trans (if_pos hi))
  · have e := (hT2 q i (by simp [ha, hb])).symm.trans ((congrFun hq i).trans (if_neg hb))
    linarith
  · rw [hq]
    funext i
    by_cases ha : i ∈ A
    · rw [hT1 r i (mem_union_left _ ha), hr.zero i ha, if_neg (Finset.disjoint_left.1 hAB ha)]
    · by_cases hb : i ∈ B
      · rw [hT1 r i (mem_union_right _ hb), hr.one i hb, if_pos hb]
      · rw [hT2 r i (by simp [ha, hb]), if_neg hb, ← hr.harmonic i ha hb, sub_self]

/-- The work of a flow of strength `s` from `A` to `B` against the committor difference
is `s`. -/
theorem flow_work (hf : IsFlow μ P A B s f) (hq : IsCommittor P A B q) :
    1 / 2 * ∑ i, ∑ j, f i j * (q j - q i) = s := by
  -- the shifted potential `q - 1` vanishes on `B`, so only `A` contributes
  have h1 : ∑ i ∈ A, (q i - 1) * ∑ j, f i j = ∑ i, (q i - 1) * ∑ j, f i j :=
    Finset.sum_subset (Finset.subset_univ A) fun i _ hi => by
      by_cases hb : i ∈ B
      · rw [hq.one i hb, sub_self, zero_mul]
      · rw [hf.divfree i hi hb, mul_zero]
  have h2 : ∑ i ∈ A, (q i - 1) * ∑ j, f i j = -s := by
    rw [← hf.strength, ← Finset.sum_neg_distrib]
    refine Finset.sum_congr rfl fun i hi => ?_
    rw [hq.zero i hi]
    ring
  have h3 := sum_by_parts hf.antisymm (fun i => q i - 1)
  simp only [sub_sub_sub_cancel_right] at h3
  linarith

/-- In a reversible chain the committor current is a flow from `A` to `B` whose strength is
the flux `C`. -/
theorem current_isFlow (h : IsReversibleChain μ P) (hq : IsCommittor P A B q) :
    IsFlow μ P A B (flux μ P A q) (current μ P q) where
  antisymm i j := by
    simp only [current, conductance]
    linear_combination (q j - q i) * h.balance i j
  support i j hc := by rw [current, hc, zero_mul]
  divfree i ha hb := by
    rw [current_divergence h, ← hq.harmonic i ha hb, sub_self, mul_zero]
  strength := rfl

/-- In a connected reversible chain the committor flux between nonempty sets is positive. -/
theorem flux_pos (h : IsReversibleChain μ P) (hq : IsCommittor P A B q)
    (hA : A.Nonempty) (hB : B.Nonempty) : 0 < flux μ P A q := by
  by_contra hC
  obtain ⟨a, ha⟩ := hA
  obtain ⟨b, hb⟩ := hB
  have hw := flow_work (current_isFlow h hq) hq
  have e := constant_of_no_work h (hw.le.trans (not_lt.1 hC)) a b
  rw [hq.zero a ha, hq.one b hb] at e
  exact zero_ne_one e

/-- For a reversible chain with nonzero committor flux `C`, the dissipation of a unit flow
exceeds `1/C` by the dissipation of its deviation from the normalised committor current. -/
theorem excess_dissipation (h : IsReversibleChain μ P) (hq : IsCommittor P A B q)
    (hC : flux μ P A q ≠ 0) (hf : IsFlow μ P A B 1 f) :
    dissipation μ P (fun i j => f i j - current μ P q i j / flux μ P A q)
      = dissipation μ P f - 1 / flux μ P A q := by
  have w1 := flow_work hf hq
  have w2 := flow_work (current_isFlow h hq) hq
  generalize flux μ P A q = C at *
  -- complete the square pair by pair
  have t : ∀ i j, (f i j - current μ P q i j / C) ^ 2 / conductance μ P i j
      = f i j ^ 2 / conductance μ P i j - 2 / C * (f i j * (q j - q i))
        + 1 / C ^ 2 * (current μ P q i j * (q j - q i)) := fun i j => by
    by_cases hc : conductance μ P i j = 0
    · simp [hf.support i j hc, current, hc]
    · have e := div_mul_cancel₀ (f i j ^ 2) hc
      rw [div_eq_iff hc, current]
      linear_combination (-1 : ℝ) * e
  have e2 : 1 / C ^ 2 * C = 1 / C := by field_simp
  simp only [dissipation, t, Finset.sum_add_distrib, Finset.sum_sub_distrib,
    ← Finset.mul_sum]
  linear_combination (-2 / C) * w1 + (1 / C ^ 2) * w2 + e2

/-- Thomson principle: in a connected reversible chain with nonempty `A` and `B`, the committor
current divided by its flux `C` is a unit flow, and every unit flow dissipates at least `1/C`,
with equality exactly for this one. -/
theorem thomson_principle (h : IsReversibleChain μ P) (hq : IsCommittor P A B q)
    (hA : A.Nonempty) (hB : B.Nonempty) :
    IsFlow μ P A B 1 (fun i j => current μ P q i j / flux μ P A q) ∧
    ∀ f, IsFlow μ P A B 1 f →
      1 / flux μ P A q ≤ dissipation μ P f ∧
      (dissipation μ P f = 1 / flux μ P A q ↔
        ∀ i j, f i j = conductance μ P i j * (q j - q i) / flux μ P A q) := by
  have hC := (flux_pos h hq hA hB).ne'
  have hθ := current_isFlow h hq
  refine ⟨⟨fun i j => ?_, fun i j hc => ?_, fun i ha hb => ?_, ?_⟩, fun f hf => ?_⟩
  · rw [hθ.antisymm i j, neg_div]
  · rw [hθ.support i j hc, zero_div]
  · rw [← Finset.sum_div, hθ.divfree i ha hb, zero_div]
  · simp only [← Finset.sum_div]
    rw [hθ.strength, div_self hC]
  have ex := excess_dissipation h hq hC hf
  have hn : ∀ i j, 0 ≤ (f i j - current μ P q i j / flux μ P A q) ^ 2
      / conductance μ P i j :=
    fun i j => div_nonneg (sq_nonneg _) (mul_nonneg (h.pos i).le (h.nonneg i j))
  have hr := fun i => Finset.sum_nonneg fun j (_ : j ∈ univ) => hn i j
  have hs := Finset.sum_nonneg fun i (_ : i ∈ univ) => hr i
  simp only [dissipation] at ex ⊢
  refine ⟨by linarith, fun he i j => ?_, fun he => ?_⟩
  · -- no excess dissipation forces every deviation to vanish
    have h0 : ∑ i, ∑ j, (f i j - current μ P q i j / flux μ P A q) ^ 2
        / conductance μ P i j = 0 := by linarith
    have h1 := (Finset.sum_eq_zero_iff_of_nonneg (fun i _ => hr i)).1 h0 i (mem_univ i)
    have h2 := (Finset.sum_eq_zero_iff_of_nonneg (fun j _ => hn i j)).1 h1 j (mem_univ j)
    rcases div_eq_zero_iff.1 h2 with h3 | hc
    · exact sub_eq_zero.1 (pow_eq_zero_iff two_ne_zero |>.1 h3)
    · rw [hf.support i j hc, hc, zero_mul, zero_div]
  · have h0 : ∑ i, ∑ j, (f i j - current μ P q i j / flux μ P A q) ^ 2
        / conductance μ P i j = 0 :=
      Finset.sum_eq_zero fun i _ => Finset.sum_eq_zero fun j _ => by
        rw [he i j, current, sub_self, zero_pow two_ne_zero, zero_div]
    rw [h0] at ex
    linarith

/-- In a connected reversible chain with nonempty `A` and `B`, the inverse dissipation of any
trial unit flow is a lower bound on the committor flux. -/
theorem flux_lower_bound (h : IsReversibleChain μ P) (hq : IsCommittor P A B q)
    (hA : A.Nonempty) (hB : B.Nonempty) (hf : IsFlow μ P A B 1 f) :
    1 / dissipation μ P f ≤ flux μ P A q := by
  have hC := flux_pos h hq hA hB
  have hT := ((thomson_principle h hq hA hB).2 f hf).1
  exact (one_div_le hC ((one_div_pos.2 hC).trans_le hT)).1 hT

end

end ThomsonReactiveFlux
```

```lean
#print axioms ThomsonReactiveFlux.existsUnique_committor
-- 'ThomsonReactiveFlux.existsUnique_committor' depends on axioms: [propext, Classical.choice, Quot.sound]
#print axioms ThomsonReactiveFlux.flux_lower_bound
-- 'ThomsonReactiveFlux.flux_lower_bound' depends on axioms: [propext, Classical.choice, Quot.sound]
```
